# Projecting S² onto a spin-eigenstate reference returns the reference's eigenvalue for every overlapping state

Before the "S² value" of a coupled-cluster state can be discussed precisely, one has to decide which number is meant: the projected quotient ⟨φ,Sψ⟩/⟨φ,ψ⟩, with the reference φ on the left, or the expectation value ⟨ψ,Sψ⟩/⟨ψ,ψ⟩. Here S is the matrix of the total spin operator S². For a high-spin open-shell reference with S_z = s and eigenvalue c = s(s+1), and a state ψ that has the same S_z and a nonzero overlap with φ, I believe that the first always gives c, however contaminated ψ is, while the second is at least c and equals c only if ψ is itself an eigenvector with that eigenvalue. Can this be made rigorous, with a proof checked in Lean, and preferably with an example in which the two numbers differ?

## Two quotients for one operator

Yes. I keep the two quotients as separate definitions and take states to be complex vectors over a finite set of orthonormal determinants. The bracket is ⟨φ,ψ⟩ = Σᵢ conj(φᵢ) ψᵢ, and neither state has to be normalised. There are three assumptions, with c real:

S − c is positive semidefinite,

S φ = c φ,

⟨φ,ψ⟩ ≠ 0.

The first says that no state in the space has an expectation value of S² below that of the reference. The second says that the reference is spin-pure, and the third that ψ contains some of it.

**The projected value.** A positive semidefinite matrix is Hermitian, and c is real, so S is Hermitian too. It can therefore act to the left:

⟨φ,Sψ⟩ = ⟨Sφ,ψ⟩ = ⟨cφ,ψ⟩ = c ⟨φ,ψ⟩.

Division by the nonzero overlap gives c. Positivity has served only to supply Hermiticity.

**The expectation value.** Since ⟨φ,ψ⟩ ≠ 0, the state ψ is not zero and ⟨ψ,ψ⟩ > 0. Subtracting c gives

⟨ψ,Sψ⟩/⟨ψ,ψ⟩ − c = ⟨ψ,(S − c)ψ⟩/⟨ψ,ψ⟩ ≥ 0.

For the equality case, write S − c = B†B, which is possible for any positive semidefinite matrix. The numerator is then ‖Bψ‖². If it vanishes, Bψ = 0, hence (S − c)ψ = B†Bψ = 0 and Sψ = cψ. Conversely, Sψ = cψ makes the numerator zero.

## Where the lower bound comes from

For spin, the positivity can be derived. In units with ħ = 1, the ladder operators satisfy

S² = S₋S₊ + S_z(S_z + 1), with S₋ = S₊†.

On the determinants with S_z = m, let R be the matrix of S₊ into the sector with S_z = m + 1. It is rectangular in general, because the two sectors have different sizes. Then

S² = R†R + m(m+1),

so S² − m(m+1) = R†R is positive semidefinite. The excess of the expectation value is

⟨ψ,S²ψ⟩/⟨ψ,ψ⟩ − m(m+1) = ‖Rψ‖²/‖ψ‖².

A high-spin determinant, whose singly occupied orbitals all carry spin up, is annihilated by S₊. It has s = m and eigenvalue m(m+1), as the general result requires.

The restriction to one sector is easy to overlook. Take a triplet reference, with c = 2, in a space that holds all values of S_z. That space generally contains singlets, on which S² − 2 has the value −2, and the positivity hypothesis fails. With S_z = 1 fixed, singlets are absent and 2 is a lower bound.

## Three electrons and one amplitude

Take orbitals a, b, d and S_z = 1/2. Of the nine determinants in this sector four are enough, because S² does not couple them to the other five. Determinant 0 is the reference, with a doubly occupied and b singly occupied with spin up. Determinants 1, 2 and 3 have one electron in each orbital, two with spin up and one with spin down. Raising the single down spin turns each of these three into the same all-up determinant, with coefficient 1 if the orbitals are kept in a fixed order. Acting on the reference, S₊ gives zero, because the up-spin place in a is already filled. Thus

R = (0, 1, 1, 1).

Let ψ = (1, t, 0, 0) with t real. Its overlap with the reference is 1, its squared norm is 1 + t², and Rψ = t. Hence

projected value = 3/4,

expectation value = 3/4 + t²/(1 + t²).

In the normalised state, t²/(1 + t²) is the weight of determinant 1. At t = 1 the expectation value is 5/4, while the projected value is still 3/4.

## The Lean file

```lean
import Mathlib

open Matrix
open scoped ComplexOrder

namespace ProjectedSpinContamination

noncomputable section

variable {n k : Type*} [Fintype n] [DecidableEq n] [Fintype k]

/-- The projected value `⟨φ, S ψ⟩ / ⟨φ, ψ⟩` of an operator `S` in the state `ψ`,
taken against the reference `φ`. -/
def projectedValue (S : Matrix n n ℂ) (φ ψ : n → ℂ) : ℂ :=
  (star φ ⬝ᵥ S *ᵥ ψ) / (star φ ⬝ᵥ ψ)

/-- The expectation value `⟨ψ, S ψ⟩ / ⟨ψ, ψ⟩`, formed from the real parts of both brackets. -/
def expectation (S : Matrix n n ℂ) (ψ : n → ℂ) : ℝ :=
  (star ψ ⬝ᵥ S *ᵥ ψ).re / (star ψ ⬝ᵥ ψ).re

/-- The total spin operator `S² = S₊† S₊ + m (m + 1)` on the sector with `S_z = m`, where
`R` is the matrix of `S₊` from this sector to the next. -/
def sectorSpinSq (m : ℝ) (R : Matrix k n ℂ) : Matrix n n ℂ :=
  Rᴴ * R + ((m * (m + 1) : ℝ) : ℂ) • (1 : Matrix n n ℂ)

omit [DecidableEq n] in
/-- A nonzero state has positive squared norm. -/
theorem normSq_pos {ψ : n → ℂ} (hψ : ψ ≠ 0) : 0 < (star ψ ⬝ᵥ ψ).re := by
  have h := Complex.le_def.1 (dotProduct_star_self_nonneg ψ)
  exact lt_of_le_of_ne h.1
    (fun h' => hψ (dotProduct_star_self_eq_zero.1 (Complex.ext h'.symm h.2.symm)))

omit [DecidableEq n] in
/-- If the reference is an eigenvector of a Hermitian operator, the projected value is the
eigenvalue of the reference for every state that overlaps with it. -/
theorem projectedValue_eq {S : Matrix n n ℂ} {c : ℝ} {φ ψ : n → ℂ} (hS : S.IsHermitian)
    (hφ : S *ᵥ φ = (c : ℂ) • φ) (hov : star φ ⬝ᵥ ψ ≠ 0) :
    projectedValue S φ ψ = c := by
  -- let the operator act to the left, on the reference
  have h : star φ ᵥ* S = (c : ℂ) • star φ := by
    have h1 := Matrix.star_mulVec S φ
    rw [hS.eq, hφ] at h1
    rw [← h1]
    ext i
    simp
  rw [projectedValue, Matrix.dotProduct_mulVec, h, smul_dotProduct, smul_eq_mul,
    mul_div_assoc, div_self hov, mul_one]

/-- For a nonzero state `ψ`, the excess of the expectation value over a real number `c` is the real
part of `⟨ψ, (S - c) ψ⟩` divided by the squared norm of `ψ`. -/
theorem expectation_sub (S : Matrix n n ℂ) (c : ℝ) {ψ : n → ℂ} (hψ : ψ ≠ 0) :
    expectation S ψ - c =
      (star ψ ⬝ᵥ (S - (c : ℂ) • (1 : Matrix n n ℂ)) *ᵥ ψ).re / (star ψ ⬝ᵥ ψ).re := by
  have hn := (normSq_pos hψ).ne'
  rw [Matrix.sub_mulVec, Matrix.smul_mulVec, Matrix.one_mulVec, dotProduct_sub,
    dotProduct_smul, smul_eq_mul, Complex.sub_re, Complex.re_ofReal_mul, expectation,
    sub_div, mul_div_assoc, div_self hn, mul_one]

/-- Let `c` be a lower bound of `S`, attained by the reference `φ`. For every state `ψ` that
overlaps with `φ` the projected value is `c`, while the expectation value is at least `c`,
with equality exactly when `ψ` is itself an eigenvector with eigenvalue `c`. -/
theorem projected_versus_expectation {S : Matrix n n ℂ} {c : ℝ} {φ ψ : n → ℂ}
    (hS : (S - (c : ℂ) • (1 : Matrix n n ℂ)).PosSemidef)
    (hφ : S *ᵥ φ = (c : ℂ) • φ) (hov : star φ ⬝ᵥ ψ ≠ 0) :
    projectedValue S φ ψ = c ∧ c ≤ expectation S ψ ∧
      (expectation S ψ = c ↔ S *ᵥ ψ = (c : ℂ) • ψ) := by
  have hψ : ψ ≠ 0 := by
    rintro rfl
    exact hov (dotProduct_zero _)
  -- a real shift does not affect Hermiticity
  have hH : S.IsHermitian := by
    have h1 := hS.isHermitian.eq
    rw [Matrix.conjTranspose_sub, Matrix.conjTranspose_smul, Matrix.conjTranspose_one] at h1
    have h2 : star (c : ℂ) = c := Complex.conj_ofReal c
    rw [h2] at h1
    exact sub_left_injective h1
  have hn := normSq_pos hψ
  have hq := Complex.le_def.1 (hS.dotProduct_mulVec_nonneg ψ)
  have he := expectation_sub S c hψ
  refine ⟨projectedValue_eq hH hφ hov, ?_, ?_⟩
  · have h3 := div_nonneg hq.1 hn.le
    rw [← he] at h3
    exact sub_nonneg.1 h3
  · -- a positive form vanishes only on the kernel of its operator
    have hker : (S - (c : ℂ) • (1 : Matrix n n ℂ)) *ᵥ ψ = 0 ↔ S *ᵥ ψ = (c : ℂ) • ψ := by
      rw [Matrix.sub_mulVec, Matrix.smul_mulVec, Matrix.one_mulVec, sub_eq_zero]
    rw [← hker]
    constructor
    · intro h
      rw [h, sub_self] at he
      have h4 := (div_eq_zero_iff.1 he.symm).resolve_right hn.ne'
      exact (hS.dotProduct_mulVec_zero_iff ψ).1 (Complex.ext h4 hq.2.symm)
    · intro h
      rw [h, dotProduct_zero, Complex.zero_re, zero_div] at he
      exact sub_eq_zero.1 he

/-- In the sector `S_z = m` the excess of `⟨S²⟩` over `m (m + 1)` is the squared norm of
`S₊ ψ` divided by that of `ψ`. -/
theorem spin_contamination (m : ℝ) (R : Matrix k n ℂ) {ψ : n → ℂ} (hψ : ψ ≠ 0) :
    expectation (sectorSpinSq m R) ψ - m * (m + 1) =
      (star (R *ᵥ ψ) ⬝ᵥ (R *ᵥ ψ)).re / (star ψ ⬝ᵥ ψ).re := by
  rw [expectation_sub _ (m * (m + 1)) hψ, sectorSpinSq, add_sub_cancel_right,
    ← Matrix.mulVec_mulVec, Matrix.dotProduct_mulVec (star ψ) Rᴴ, ← Matrix.star_mulVec]

/-- For a reference annihilated by `S₊` in the sector `S_z = m`, the projected `S²` of every
overlapping state is `m (m + 1)`; the expectation value is at least this number, and equals
it exactly when `S₊` annihilates the state as well. -/
theorem high_spin_reference {m : ℝ} {R : Matrix k n ℂ} {φ ψ : n → ℂ}
    (hφ : R *ᵥ φ = 0) (hov : star φ ⬝ᵥ ψ ≠ 0) :
    projectedValue (sectorSpinSq m R) φ ψ = ((m * (m + 1) : ℝ) : ℂ) ∧
      m * (m + 1) ≤ expectation (sectorSpinSq m R) ψ ∧
      (expectation (sectorSpinSq m R) ψ = m * (m + 1) ↔ R *ᵥ ψ = 0) := by
  have hS : (sectorSpinSq m R -
      ((m * (m + 1) : ℝ) : ℂ) • (1 : Matrix n n ℂ)).PosSemidef := by
    rw [sectorSpinSq, add_sub_cancel_right]
    exact Matrix.posSemidef_conjTranspose_mul_self R
  -- lowest eigenvectors of S² in the sector are the states killed by S₊
  have key (v : n → ℂ) :
      sectorSpinSq m R *ᵥ v = ((m * (m + 1) : ℝ) : ℂ) • v ↔ R *ᵥ v = 0 := by
    rw [sectorSpinSq, Matrix.add_mulVec, Matrix.smul_mulVec, Matrix.one_mulVec,
      add_eq_right, Matrix.conjTranspose_mul_self_mulVec_eq_zero]
  have h := projected_versus_expectation hS ((key φ).2 hφ) hov
  rwa [key ψ] at h

/-- `S₊` for three electrons with `S_z = 1/2`, on one determinant with a doubly occupied
orbital and the three determinants with three singly occupied orbitals. -/
def raise : Matrix (Fin 1) (Fin 4) ℂ := !![0, 1, 1, 1]

/-- The reference determinant, with one doubly and one singly occupied orbital. -/
def reference : Fin 4 → ℂ := ![1, 0, 0, 0]

/-- The reference plus one open-shell determinant with real amplitude `t`. -/
def contaminated (t : ℝ) : Fin 4 → ℂ := ![1, (t : ℂ), 0, 0]

/-- In the three-electron model the reference is annihilated by `S₊` and overlaps with the
contaminated state, whose projected `S²` is `3/4` for every amplitude `t`, while its
expectation value is `3/4 + t² / (1 + t²)`. -/
theorem high_spin_reference_witness (t : ℝ) :
    raise *ᵥ reference = 0 ∧ star reference ⬝ᵥ contaminated t = 1 ∧
      projectedValue (sectorSpinSq (1 / 2) raise) reference (contaminated t) = 3 / 4 ∧
      expectation (sectorSpinSq (1 / 2) raise) (contaminated t)
        = 3 / 4 + t ^ 2 / (1 + t ^ 2) := by
  have h1 : raise *ᵥ reference = 0 := by
    ext i
    fin_cases i
    simp [raise, reference, Matrix.mulVec, dotProduct, Fin.sum_univ_succ]
  have h2 : star reference ⬝ᵥ contaminated t = 1 := by
    simp [reference, contaminated, dotProduct, Fin.sum_univ_succ]
  have h3 : contaminated t ≠ 0 := by
    intro h
    have h0 := congrFun h 0
    simp [contaminated] at h0
  have h4 : (star (raise *ᵥ contaminated t) ⬝ᵥ (raise *ᵥ contaminated t)).re = t ^ 2 := by
    simp [raise, contaminated, Matrix.mulVec, dotProduct, Fin.sum_univ_succ]
    ring
  have h5 : (star (contaminated t) ⬝ᵥ contaminated t).re = 1 + t ^ 2 := by
    simp [contaminated, dotProduct, Fin.sum_univ_succ]
    ring
  refine ⟨h1, h2, ?_, ?_⟩
  · have hov : star reference ⬝ᵥ contaminated t ≠ 0 := by
      rw [h2]
      exact one_ne_zero
    rw [(high_spin_reference (m := 1 / 2) h1 hov).1]
    norm_num
  · have h := spin_contamination (1 / 2) raise h3
    rw [h4, h5] at h
    linarith

end

end ProjectedSpinContamination
```

```lean
#print axioms ProjectedSpinContamination.high_spin_reference
```

```
'ProjectedSpinContamination.high_spin_reference' depends on axioms: [propext, Classical.choice, Quot.sound]
```

## What the theorems say about spin

The finite type `n` labels the determinants, and a state is a function `n → ℂ`. The expression `star φ ⬝ᵥ ψ` is the bracket ⟨φ,ψ⟩, conjugate-linear on the left, and `S *ᵥ ψ` is the matrix applied to the state. `projectedValue` is a complex number, since the two sides of its bracket differ. `expectation` is real and is built from real parts; for Hermitian S this discards nothing, because both brackets are then real already.

`projected_versus_expectation` is the general statement. Its hypothesis `hS` is the positivity of S − c, `hφ` the eigenvalue equation of the reference, and `hov` the nonzero overlap. The conclusion has three parts: the projected value is c, the expectation value is at least c, and equality holds exactly when Sψ = cψ. Hermiticity is not listed separately, because Mathlib's `PosSemidef` includes it.

`sectorSpinSq m R` is the spin operator of one sector, with `k` labelling the determinants of the next. The operator identity behind this definition is physics input: the file neither constructs Fock space nor derives S² from spin operators, and its theorems hold for any real `m` and any matrix `R`. They describe spin when `R` is the actual matrix of S₊. With that reading, `spin_contamination` gives the excess as ‖S₊ψ‖²/‖ψ‖², and `high_spin_reference` replaces the assumptions of positivity and of an eigenvector by the single condition `R *ᵥ φ = 0`. Equality now means that S₊ annihilates ψ as well, so that ψ has total spin exactly m.

`high_spin_reference_witness` is the three-electron example, for every real t. It also confirms that the reference is annihilated by S₊ and that the overlap is 1.

Nothing in the statements refers to a Hamiltonian, to an exponential ansatz or to amplitude equations. The state ψ is arbitrary apart from its overlap with φ, so a coupled-cluster state expanded in a finite determinant basis is covered as one case.

## How the proof follows the algebra

`normSq_pos` shows that a nonzero state has positive squared norm, which justifies the later divisions.

`projectedValue_eq` is the step in which S moves onto φ. Its inner statement `h` says that the row vector `star φ` times S is c times `star φ`. This comes from taking the adjoint of Sφ = cφ and using Hermiticity; the reality of c keeps the eigenvalue unchanged under conjugation. The overlap then cancels.

`expectation_sub` is the identity for the expectation value minus c. It holds for any square matrix S and any nonzero ψ, without positivity.

The main theorem first obtains ψ ≠ 0 from the overlap and the Hermiticity of S from that of S − c. Positivity gives 0 ≤ ⟨ψ,(S − c)ψ⟩ as an inequality between complex numbers, which in Mathlib means that the real part is nonnegative and the imaginary part is zero. The real part proves the lower bound. For equality, both parts are needed to conclude that the complex bracket vanishes. Mathlib's `dotProduct_mulVec_zero_iff` then yields (S − c)ψ = 0, the step done above with B†B.

In `spin_contamination`, subtracting m(m+1) leaves R†R, and moving R† to the left turns the form into ⟨Rψ,Rψ⟩. In `high_spin_reference`, the auxiliary statement `key` shows that a vector has eigenvalue m(m+1) exactly when R annihilates it, because R†Rv = 0 is equivalent to Rv = 0. It is used twice: for φ, to supply the eigenvalue equation, and for ψ, to translate the equality condition. The example gets its projected value from `high_spin_reference`, after checking that Rφ = 0 and that the overlap is 1, and its expectation value from `spin_contamination`, after evaluating the short sums for ‖Rψ‖² and ‖ψ‖².

## Reading S² in a coupled-cluster calculation

In a coupled-cluster calculation ψ = exp(T)φ, where φ is a normalised determinant and T contains only excitations out of it, so that ⟨φ,ψ⟩ = 1. The projected value is then simply ⟨φ,S²exp(T)φ⟩. With a restricted open-shell, high-spin determinant as φ, it equals s(s+1) for every set of amplitudes, converged or not. Such a number can test the code that applies S², but it says nothing about the spin purity of the wavefunction. The mistake to avoid is to read a printed 0.75 for a doublet as evidence of a pure doublet without knowing which quotient was evaluated.

An unrestricted reference is a different case. It is in general not an eigenvector of S², the hypothesis on φ fails, and the projected value may depend on the amplitudes.

If the state has S_z = m, with m equal to the intended spin s, and is available as an explicit vector over determinants, as in a small test calculation, the excess of its expectation value over s(s+1) can be computed by applying S₊ once and dividing the squared norm of the result by that of ψ. Coupled-cluster programs may also evaluate S² as a property, with a left-hand state that is not the adjoint of ψ. That is a third quantity, and the lower bound proved here does not apply to it.
